# Fewer than $n(n+1)/2$ indexed spacings leave an unconstrained lattice metric undetermined

Take a two-dimensional square lattice with unit edge and measure the spacings of the lines with indices $(1,0)$ and $(0,1)$. Both have $1/d^2=1$. Now consider the inverse metrics
$$A_\varepsilon=\begin{pmatrix}1&\varepsilon\\ \varepsilon&1\end{pmatrix},\qquad |\varepsilon|<1 .$$
Since $1/d^2=h^TA_\varepsilon h$ for an index vector $h$, the two spacings read only the diagonal, and every $A_\varepsilon$ gives the same two values. The angle between the two sets of lines changes with $\varepsilon$ while the measured spacings stay fixed. Three parameters face two equations, and the matrix $S$ with zeros on the diagonal and ones off it is the direction that the data can't see.

The same happens in $n$ dimensions, where a symmetric matrix has $n(n+1)/2$ parameters.

In Lean 4 with Mathlib:

```lean
import Mathlib

open Matrix

namespace SpacingsAndMetric

noncomputable section

variable {n : ℕ}
```

## Metric, indices and spacings

A basis $a_i$ of the lattice has the metric $G_{ij}=a_i\cdot a_j$, which is symmetric and positive definite. `IsMetric` states these two properties of a real matrix; the basis vectors themselves don't appear. Indices run from $0$ to $n-1$, as in `Fin n`.

```lean
/-- A metric matrix of a lattice basis: real, symmetric and positive definite. -/
def IsMetric (G : Matrix (Fin n) (Fin n) ℝ) : Prop :=
  Gᵀ = G ∧ ∀ x : Fin n → ℝ, x ≠ 0 → 0 < x ⬝ᵥ G *ᵥ x
```

Miller indices are integers, converted to real numbers for use in the quadratic form.

```lean
/-- Integer Miller indices read as a real vector. -/
def toReal (h : Fin n → ℤ) : Fin n → ℝ := fun i => (h i : ℝ)
```

With reciprocal vectors defined by $a_i^*\cdot a_j=\delta_{ij}$, without a factor $2\pi$, the vector $\sum_i h_ia_i^*$ has squared length $h^TG^{-1}h=1/d^2$. If the $h_i$ have a common factor, $d$ is the corresponding fraction of the distance between neighbouring lattice planes. The zero vector is also admitted, though it belongs to no plane.

```lean
/-- The inverse squared plane spacing `1/d² = hᵀ G⁻¹ h` at Miller indices `h`. -/
def invSqSpacing (G : Matrix (Fin n) (Fin n) ℝ) (h : Fin n → ℤ) : ℝ :=
  toReal h ⬝ᵥ G⁻¹ *ᵥ toReal h
```

One lattice has many bases, so a different metric need not mean a different lattice. New vectors $\sum_i a_iU_{ij}$ with integer $U$ have the metric $U^TGU$. Here $U$ may be any integer matrix, so changes of basis and passages to sublattices are both included.

```lean
/-- The metric `Uᵀ G U` of the vectors whose integer coordinates are the columns of `U`. -/
def rebase (G : Matrix (Fin n) (Fin n) ℝ) (U : Matrix (Fin n) (Fin n) ℤ) :
    Matrix (Fin n) (Fin n) ℝ :=
  (U.map (Int.cast : ℤ → ℝ))ᵀ * G * U.map (Int.cast : ℤ → ℝ)
```

## The inverse of a metric is a metric

Two identities serve throughout. With unit vectors $e_i$, $e_i^TAe_j=A_{ij}$; and the form is linear in the matrix, $x^T(A+\varepsilon S)x=x^TAx+\varepsilon\,x^TSx$.

```lean
lemma unit_form (A : Matrix (Fin n) (Fin n) ℝ) (i j : Fin n) :
    (Pi.single i 1 : Fin n → ℝ) ⬝ᵥ A *ᵥ (Pi.single j 1 : Fin n → ℝ) = A i j := by
  simp

lemma form_add_smul (A S : Matrix (Fin n) (Fin n) ℝ) (ε : ℝ) (x : Fin n → ℝ) :
    x ⬝ᵥ (A + ε • S) *ᵥ x = x ⬝ᵥ A *ᵥ x + ε * (x ⬝ᵥ S *ᵥ x) := by
  rw [Matrix.add_mulVec, Matrix.smul_mulVec, dotProduct_add, dotProduct_smul, smul_eq_mul]
```

If $\det G=0$, some $v\neq0$ has $Gv=0$, hence $v^TGv=0$, against positivity. So $G$ is invertible and $G(G^{-1}x)=x$.

```lean
lemma IsMetric.isUnit_det {G : Matrix (Fin n) (Fin n) ℝ} (hG : IsMetric G) :
    IsUnit G.det := by
  rw [isUnit_iff_ne_zero]
  intro h0
  obtain ⟨v, hv, h⟩ := Matrix.exists_mulVec_eq_zero_iff.mpr h0
  have hp := hG.2 v hv
  rw [h, dotProduct_zero] at hp
  exact lt_irrefl _ hp

lemma IsMetric.mulVec_inv {G : Matrix (Fin n) (Fin n) ℝ} (hG : IsMetric G)
    (x : Fin n → ℝ) : G *ᵥ (G⁻¹ *ᵥ x) = x := by
  rw [Matrix.mulVec_mulVec, Matrix.mul_nonsing_inv _ hG.isUnit_det, Matrix.one_mulVec]
```

For $x\ne0$ put $y=G^{-1}x$. Then $y\neq 0$, because $Gy=x$, and $x^TG^{-1}x=y^TGy>0$. Symmetry passes to the inverse by transposition.

```lean
/-- The inverse of a metric matrix is again a metric matrix. -/
theorem IsMetric.inv {G : Matrix (Fin n) (Fin n) ℝ} (hG : IsMetric G) : IsMetric G⁻¹ := by
  refine ⟨by rw [Matrix.transpose_nonsing_inv, hG.1], fun x hx => ?_⟩
  have hy := hG.mulVec_inv x
  have hne : G⁻¹ *ᵥ x ≠ 0 := by
    intro h
    rw [h, Matrix.mulVec_zero] at hy
    exact hx hy.symm
  have hp := hG.2 _ hne
  rw [hy, dotProduct_comm] at hp
  exact hp
```

## How far the inverse metric can move

A small change $\varepsilon S$ must not spoil positivity, which calls for a bound on $x^TSx$ in terms of $Q=x^TG^{-1}x$. The component $x_i$ is the scalar product of the reciprocal vector $\sum_j x_ja_j^*$ with $a_i$, so Cauchy–Schwarz gives $x_i^2\le G_{ii}Q$. To derive it directly, keep $y=G^{-1}x$ and set $z=G_{ii}y-x_ie_i$. Since $y^TGe_i=x_i$ and $y^TGy=y^Tx=Q$,
$$0\le z^TGz=G_{ii}^2Q-2G_{ii}x_i^2+G_{ii}x_i^2=G_{ii}\,(G_{ii}Q-x_i^2),$$
and division by $G_{ii}>0$ finishes the step. In the code, `hexp` is this expansion.

```lean
/-- Each component of a reciprocal vector obeys `xᵢ² ≤ Gᵢᵢ (xᵀ G⁻¹ x)`. -/
theorem sq_component_le {G : Matrix (Fin n) (Fin n) ℝ} (hG : IsMetric G)
    (x : Fin n → ℝ) (i : Fin n) : x i ^ 2 ≤ G i i * (x ⬝ᵥ G⁻¹ *ᵥ x) := by
  obtain ⟨y, hy', hy⟩ : ∃ y, y = G⁻¹ *ᵥ x ∧ G *ᵥ y = x := ⟨_, rfl, hG.mulVec_inv x⟩
  rw [← hy', dotProduct_comm]
  obtain ⟨e, he⟩ : ∃ e : Fin n → ℝ, e = Pi.single i 1 := ⟨_, rfl⟩
  have h1 : e ⬝ᵥ x = x i := by rw [he]; simp
  have h2 : e ⬝ᵥ G *ᵥ e = G i i := by rw [he]; exact unit_form G i i
  have h3 : y ⬝ᵥ G *ᵥ e = x i := by
    rw [Matrix.dotProduct_mulVec, ← Matrix.mulVec_transpose, hG.1, hy, dotProduct_comm, h1]
  have hpos : 0 < G i i := by
    rw [← h2]
    refine hG.2 e fun h => ?_
    have := congrFun h i
    simp [he] at this
  -- positivity of the form at `Gᵢᵢ y - xᵢ eᵢ` is the Cauchy-Schwarz inequality
  have hz : 0 ≤ (G i i • y - x i • e) ⬝ᵥ G *ᵥ (G i i • y - x i • e) := by
    by_cases h : G i i • y - x i • e = 0
    · rw [h, zero_dotProduct]
    · exact (hG.2 _ h).le
  have hexp : (G i i • y - x i • e) ⬝ᵥ G *ᵥ (G i i • y - x i • e)
      = G i i * (G i i * (y ⬝ᵥ x) - x i ^ 2) := by
    simp only [Matrix.mulVec_sub, Matrix.mulVec_smul, sub_dotProduct, dotProduct_sub,
      smul_dotProduct, dotProduct_smul, smul_eq_mul, hy, h1, h2, h3]
    ring
  rw [hexp] at hz
  linarith [nonneg_of_mul_nonneg_right hz hpos]
```

Next, $|x_i||x_j|\le\tfrac12(x_i^2+x_j^2)\le(G_{ii}+G_{jj})Q$, where a factor $\tfrac12$ has been given away. Summing over all entries of $S$,
$$-x^TSx\le CQ,\qquad C=\sum_{i,j}|S_{ij}|(G_{ii}+G_{jj}).$$

```lean
lemma neg_form_le {G : Matrix (Fin n) (Fin n) ℝ} (hG : IsMetric G)
    (S : Matrix (Fin n) (Fin n) ℝ) (x : Fin n → ℝ) :
    -(x ⬝ᵥ S *ᵥ x) ≤ (∑ i, ∑ j, |S i j| * (G i i + G j j)) * (x ⬝ᵥ G⁻¹ *ᵥ x) := by
  have hc := sq_component_le hG x
  generalize x ⬝ᵥ G⁻¹ *ᵥ x = Q at hc ⊢
  have hS : x ⬝ᵥ S *ᵥ x = ∑ i, ∑ j, x i * (S i j * x j) := by
    simp only [dotProduct, Matrix.mulVec, Finset.mul_sum]
  rw [hS, Finset.sum_mul, ← Finset.sum_neg_distrib]
  refine Finset.sum_le_sum fun i _ => ?_
  rw [Finset.sum_mul, ← Finset.sum_neg_distrib]
  refine Finset.sum_le_sum fun j _ => ?_
  have hb : |x i| * |x j| ≤ (G i i + G j j) * Q := by
    nlinarith [sq_nonneg (|x i| - |x j|), sq_abs (x i), sq_abs (x j), hc i, hc j,
      sq_nonneg (x i), sq_nonneg (x j)]
  calc -(x i * (S i j * x j)) ≤ |x i * (S i j * x j)| := neg_le_abs _
    _ = |S i j| * (|x i| * |x j|) := by rw [abs_mul, abs_mul]; ring
    _ ≤ |S i j| * ((G i i + G j j) * Q) := mul_le_mul_of_nonneg_left hb (abs_nonneg _)
    _ = |S i j| * (G i i + G j j) * Q := by ring
```

Therefore $x^T(G^{-1}+\varepsilon S)x\ge(1-\varepsilon C)Q$, which is positive for $x\neq0$ and $0<\varepsilon<\delta=1/(|C|+1)$. The constant $C$ is never negative; writing $|C|$ merely spares a proof of that.

```lean
/-- For a metric matrix `G` and a fixed symmetric `S`, `G⁻¹ + ε S` is a metric matrix for all
sufficiently small `ε > 0`. -/
theorem small_change_isMetric {G S : Matrix (Fin n) (Fin n) ℝ} (hG : IsMetric G)
    (hS : Sᵀ = S) : ∃ δ > 0, ∀ ε ∈ Set.Ioo (0 : ℝ) δ, IsMetric (G⁻¹ + ε • S) := by
  obtain ⟨C, hC⟩ : ∃ C, C = ∑ i, ∑ j, |S i j| * (G i i + G j j) := ⟨_, rfl⟩
  have hC1 : 0 < |C| + 1 := by positivity
  refine ⟨1 / (|C| + 1), by positivity, fun ε hε => ⟨?_, fun x hx => ?_⟩⟩
  · rw [Matrix.transpose_add, Matrix.transpose_smul, hS, hG.inv.1]
  · have hQ := hG.inv.2 x hx
    have hb := neg_form_le hG S x
    rw [← hC] at hb
    have h1 : ε * (|C| + 1) < 1 := (lt_div_iff₀ hC1).mp hε.2
    have h2 : ε * C ≤ ε * |C| := mul_le_mul_of_nonneg_left (le_abs_self C) hε.1.le
    have h3 : 0 < 1 - ε * C := by linarith [hε.1]
    have h4 := mul_pos h3 hQ
    have h5 := mul_le_mul_of_nonneg_left hb hε.1.le
    rw [form_add_smul]
    linarith
```

## A direction that the reflections can't see

Let $h_k$ be the listed index vectors, $m$ in number. We want a symmetric $S\neq0$ with $h_k^TSh_k=0$ for every $k$. These are $m$ homogeneous linear equations in $n(n+1)/2$ unknowns, so for $m<n(n+1)/2$ there is a nonzero solution.

The code stores a symmetric matrix as a function on unordered index pairs, `Sym2 (Fin n)`, which gives the right number of unknowns. The linear map `L` sends it to the $m$ values of the form. If `L` were injective, its source could not have the larger dimension.

```lean
/-- For fewer than `n(n+1)/2` reflections there is a nonzero symmetric matrix whose quadratic
form vanishes at all of them. -/
theorem exists_invisible_change {m : ℕ} (h : Fin m → Fin n → ℤ) (hm : m < n * (n + 1) / 2) :
    ∃ S : Matrix (Fin n) (Fin n) ℝ, S ≠ 0 ∧ Sᵀ = S ∧
      ∀ k, toReal (h k) ⬝ᵥ S *ᵥ toReal (h k) = 0 := by
  -- symmetric matrices are functions on unordered pairs of indices
  let L : (Sym2 (Fin n) → ℝ) →ₗ[ℝ] (Fin m → ℝ) :=
    { toFun := fun f k => ∑ i, ∑ j, toReal (h k) i * (f s(i, j) * toReal (h k) j)
      map_add' := by
        intro f g
        ext k
        simp only [Pi.add_apply, add_mul, mul_add, Finset.sum_add_distrib]
      map_smul' := by
        intro c f
        ext k
        simp only [Pi.smul_apply, smul_eq_mul, RingHom.id_apply, Finset.mul_sum]
        exact Finset.sum_congr rfl fun i _ => Finset.sum_congr rfl fun j _ => by ring }
  have hker : ∃ f, f ≠ 0 ∧ L f = 0 := by
    by_contra hno
    have hinj : Function.Injective L := (injective_iff_map_eq_zero L).mpr
      fun f hf => by_contra fun hne => hno ⟨f, hne, hf⟩
    have hle := LinearMap.finrank_le_finrank_of_injective hinj
    simp only [Module.finrank_fintype_fun_eq_card, Sym2.card, Fintype.card_fin,
      Nat.choose_two_right, Nat.add_sub_cancel] at hle
    rw [mul_comm] at hle
    exact absurd hle (not_le_of_gt hm)
  obtain ⟨f, hf, hL⟩ := hker
  refine ⟨Matrix.of fun i j => f s(i, j), fun h0 => hf ?_, ?_, fun k => ?_⟩
  · ext p
    induction p using Sym2.ind with
    | _ i j => simpa using congrArg (fun M : Matrix (Fin n) (Fin n) ℝ => M i j) h0
  · ext i j
    change f s(j, i) = f s(i, j)
    rw [Sym2.eq_swap]
  · have hk : ∑ i, ∑ j, toReal (h k) i * (f s(i, j) * toReal (h k) j) = 0 := congrFun hL k
    simpa only [dotProduct, Matrix.mulVec, Matrix.of_apply, Finset.mul_sum] using hk
```

## A different lattice with the same spacings

The main theorem takes a metric $G$ and $m<n(n+1)/2$ integer index vectors. It yields a metric $G'\neq G$ with the same $1/d^2$ at each of them, and $G'$ is not $U^TGU$ for any integer matrix $U$. The ambiguity is thus more than a relabelling of the same lattice.

Set $G'_\varepsilon=(G^{-1}+\varepsilon S)^{-1}$ for $0<\varepsilon<\delta$. This is a metric, and
$$h_k^T(G'_\varepsilon)^{-1}h_k=h_k^TG^{-1}h_k+\varepsilon\,h_k^TSh_k=h_k^TG^{-1}h_k .$$
Different $\varepsilon$ give different metrics: invert back and compare an entry where $S_{ij}\neq0$ (`hinj`). If each $G'_\varepsilon$ were some $U^TGU$, the interval $(0,\delta)$ would be countable, because there are only countably many integer matrices. A countable set has length zero, but this interval has length $\delta>0$. So a suitable $\varepsilon$ exists, although the argument doesn't name it. The choice $U=1$ then shows $G'\neq G$.

```lean
/-- Given fewer than `n(n+1)/2` reflections, some other metric has the same spacings at all of
them, and it is not the metric of any integer combinations of the original basis vectors. -/
theorem spacings_do_not_fix_metric {m : ℕ} {G : Matrix (Fin n) (Fin n) ℝ} (hG : IsMetric G)
    (h : Fin m → Fin n → ℤ) (hm : m < n * (n + 1) / 2) :
    ∃ G' : Matrix (Fin n) (Fin n) ℝ, IsMetric G' ∧ G' ≠ G ∧
      (∀ k, invSqSpacing G' (h k) = invSqSpacing G (h k)) ∧ ∀ U, G' ≠ rebase G U := by
  obtain ⟨S, hS0, hS, hnull⟩ := exists_invisible_change h hm
  obtain ⟨δ, hδ, hpos⟩ := small_change_isMetric hG hS
  have hinv : ∀ ε ∈ Set.Ioo (0 : ℝ) δ, ((G⁻¹ + ε • S)⁻¹)⁻¹ = G⁻¹ + ε • S :=
    fun ε hε => Matrix.nonsing_inv_nonsing_inv _ (hpos ε hε).isUnit_det
  obtain ⟨i, j, hij⟩ : ∃ i j, S i j ≠ 0 := by
    by_contra hc
    exact hS0 (Matrix.ext fun i j => by_contra fun hij => hc ⟨i, j, hij⟩)
  -- an uncountable family of metrics cannot lie in the countable set of rebased ones
  have hex : ∃ ε ∈ Set.Ioo (0 : ℝ) δ, ∀ U, (G⁻¹ + ε • S)⁻¹ ≠ rebase G U := by
    by_contra hno
    have hmaps : Set.MapsTo (fun ε : ℝ => (G⁻¹ + ε • S)⁻¹) (Set.Ioo 0 δ)
        (Set.range (rebase G)) := by
      intro ε hε
      by_contra hr
      exact hno ⟨ε, hε, fun U hU => hr ⟨U, hU.symm⟩⟩
    have hinj : Set.InjOn (fun ε : ℝ => (G⁻¹ + ε • S)⁻¹) (Set.Ioo 0 δ) := by
      intro a ha b hb hab
      have h1 : G⁻¹ + a • S = G⁻¹ + b • S := by
        rw [← hinv a ha, ← hinv b hb]
        exact congrArg (fun M : Matrix (Fin n) (Fin n) ℝ => M⁻¹) hab
      have h2 : a * S i j = b * S i j :=
        congrArg (fun M : Matrix (Fin n) (Fin n) ℝ => M i j) (add_left_cancel h1)
      exact mul_right_cancel₀ hij h2
    have : Countable (Matrix (Fin n) (Fin n) ℤ) :=
      inferInstanceAs (Countable (Fin n → Fin n → ℤ))
    have hcount := hmaps.countable_of_injOn hinj (Set.countable_range _)
    have hvol := hcount.measure_zero MeasureTheory.volume
    rw [Real.volume_Ioo, ENNReal.ofReal_eq_zero] at hvol
    linarith
  obtain ⟨ε, hε, hU⟩ := hex
  have hone : rebase G 1 = G := by
    rw [rebase, Matrix.map_one _ Int.cast_zero Int.cast_one, Matrix.transpose_one,
      one_mul, mul_one]
  refine ⟨(G⁻¹ + ε • S)⁻¹, (hpos ε hε).inv, fun he => hU 1 (he.trans hone.symm),
    fun k => ?_, hU⟩
  rw [invSqSpacing, hinv ε hε, form_add_smul, hnull k, mul_zero, add_zero, invSqSpacing]
```

In three dimensions $n(n+1)/2=6$, so five reflections are too few, whichever they are.

```lean
/-- For any five reflections of a three-dimensional lattice, a different metric has the same
five spacings. -/
theorem five_spacings_do_not_fix_triclinic {G : Matrix (Fin 3) (Fin 3) ℝ} (hG : IsMetric G)
    (h : Fin 5 → Fin 3 → ℤ) :
    ∃ G' : Matrix (Fin 3) (Fin 3) ℝ, IsMetric G' ∧ G' ≠ G ∧
      ∀ k, invSqSpacing G' (h k) = invSqSpacing G (h k) := by
  obtain ⟨G', h1, h2, h3, _⟩ := spacings_do_not_fix_metric hG h (by norm_num)
  exact ⟨G', h1, h2, h3⟩
```

The word triclinic matters here: $G'$ is not required to keep any symmetry of $G$. If a cell is known to be cubic, a single spacing with known nonzero indices gives its edge. The spacings are also taken as exact and their indices as known.

When a cell is refined by a linear fit to the values of $1/d^2$, the same count appears as a rank. With $A=G^{-1}$, each reflection contributes the row
$$(h_0^2,\;h_1^2,\;h_2^2,\;2h_1h_2,\;2h_0h_2,\;2h_0h_1)$$
to a linear least-squares problem for $(A_{00},A_{11},A_{22},A_{12},A_{02},A_{01})$. With five rows the normal matrix is singular, and a null vector lists the entries of $S$. In the non-interacting empty-lattice model, plane-wave energies at zero crystal momentum are proportional to $h^TG^{-1}h$, so five of them with known indices leave the cell equally open.

## Where the bound on the number of reflections is needed

Return to the square lattice and add the reflection $(1,1)$, for which $1/d^2=2$. On $A_\varepsilon$ it would read $2+2\varepsilon$, which forces $\varepsilon=0$. With these three reflections the conclusion of the main theorem fails.

In general, the $n(n+1)/2$ index vectors $e_i$ and $e_i+e_j$ with $i<j$ determine the metric. Writing $q(h)=h^TG^{-1}h$,
$$(G^{-1})_{ii}=q(e_i),\qquad 2(G^{-1})_{ij}=q(e_i+e_j)-q(e_i)-q(e_j).$$
The number alone is not enough: $(1,0)$, $(2,0)$ and $(3,0)$ all measure the same entry.

The first lemma identifies the integer unit vector with the real one.

```lean
lemma toReal_single (i : Fin n) : toReal (Pi.single i 1) = Pi.single i 1 := by
  ext k
  by_cases hk : k = i <;> simp [toReal, hk]
```

In the theorem, `hd` compares the diagonals of the two inverse metrics and `ho` the entries above them. Symmetry supplies the rest, and inverting once more gives $G=G'$.

```lean
/-- The `n(n+1)/2` spacings at the indices `eᵢ` and `eᵢ + eⱼ` with `i < j` determine the
metric. -/
theorem metric_eq_of_spacings {G G' : Matrix (Fin n) (Fin n) ℝ} (hG : IsMetric G)
    (hG' : IsMetric G')
    (h1 : ∀ i, invSqSpacing G (Pi.single i 1) = invSqSpacing G' (Pi.single i 1))
    (h2 : ∀ i j, i < j → invSqSpacing G (Pi.single i 1 + Pi.single j 1)
      = invSqSpacing G' (Pi.single i 1 + Pi.single j 1)) : G = G' := by
  have hd : ∀ i, G⁻¹ i i = G'⁻¹ i i := by
    intro i
    have h := h1 i
    rwa [invSqSpacing, invSqSpacing, toReal_single, unit_form, unit_form] at h
  have hsym : ∀ {A : Matrix (Fin n) (Fin n) ℝ}, IsMetric A → ∀ i j, A⁻¹ j i = A⁻¹ i j :=
    fun hA i j => congrArg (fun M : Matrix (Fin n) (Fin n) ℝ => M i j) hA.inv.1
  have ho : ∀ i j, i < j → G⁻¹ i j = G'⁻¹ i j := by
    intro i j hij
    have hadd : toReal (Pi.single i 1 + Pi.single j 1)
        = (Pi.single i 1 : Fin n → ℝ) + Pi.single j 1 := by
      rw [← toReal_single i, ← toReal_single j]
      ext k
      simp only [toReal, Pi.add_apply, Int.cast_add]
    have h := h2 i j hij
    simp only [invSqSpacing, hadd, Matrix.mulVec_add, add_dotProduct, dotProduct_add,
      unit_form] at h
    linarith [hd i, hd j, hsym hG i j, hsym hG' i j]
  have hinv : G⁻¹ = G'⁻¹ := by
    ext i j
    rcases lt_trichotomy i j with hij | hij | hij
    · exact ho i j hij
    · rw [hij]; exact hd j
    · rw [← hsym hG i j, ← hsym hG' i j]; exact ho j i hij
  rw [← Matrix.nonsing_inv_nonsing_inv G hG.isUnit_det, hinv,
    Matrix.nonsing_inv_nonsing_inv G' hG'.isUnit_det]

end

end SpacingsAndMetric
```

```lean
#print axioms SpacingsAndMetric.spacings_do_not_fix_metric
#print axioms SpacingsAndMetric.five_spacings_do_not_fix_triclinic
#print axioms SpacingsAndMetric.metric_eq_of_spacings
```

```
'SpacingsAndMetric.spacings_do_not_fix_metric' depends on axioms: [propext, Classical.choice, Quot.sound]
'SpacingsAndMetric.five_spacings_do_not_fix_triclinic' depends on axioms: [propext, Classical.choice, Quot.sound]
'SpacingsAndMetric.metric_eq_of_spacings' depends on axioms: [propext, Classical.choice, Quot.sound]
```
